# Selection rules for C and R pulse sequences: integer conditions under which continuous interaction components average to zero

To find out which terms cancel, I could integrate every component of every spin interaction again for each new pulse element. If I missed one, a sequence meant to recouple dipolar interactions could also let in unwanted chemical shift anisotropy.

The rule I know from magic-angle-spinning NMR says that if $N$ elements span $n$ rotor periods, with rf symmetry number $\nu$, a component with space index $m$ and spin index $\mu$ vanishes to first order unless $N$ divides $mn-\mu\nu$. This is for C sequences; R sequences have a variant that involves the parity of the spin rank. Can both rules be derived from the way the rotations repeat, for continuous components, and the whole argument be checked by machine? I would also like to see which terms the rule leaves for $N=7$, $n=2$, $\nu=1$.

## Phases that are roots of unity cancel over a full cycle

Yes. Let each element last a time $\tau$, and let $f$ be a continuous complex signal with $f(t+\tau)=z\,f(t)$ for all $t$. Repeating the shift gives $f(t+j\tau)=z^j f(t)$, so cutting the integral into $N$ blocks gives

$$\int_0^{N\tau} f\,dt=\sum_{j=0}^{N-1}\int_0^{\tau} f(t+j\tau)\,dt=\Big(\sum_{j=0}^{N-1}z^j\Big)\int_0^\tau f\,dt .$$

Since $(1-z)\sum_{j=0}^{N-1} z^j=1-z^N$, the sum vanishes when $z^N=1$ and $z\neq1$. If $z=1$, the constant signal $f=1$ is allowed and integrates to $N\tau$, which is non-zero for $N,\tau\neq0$.

The condition $z^N=1$ means that the cycle is complete. Take $z=-1$, $\tau=1$ and $f(t)=e^{i\pi t}$. Over two elements the integral is zero, but over three it is $2i/\pi$: stopping after an incomplete cycle can spoil the cancellation.

For $z=e^{2\pi i k/N}$ with integer $k$, $z=1$ exactly when $N\mid k$. For $N=2M$ and $z=(-1)^l e^{2\pi i k/N}$, write $(-1)^l=e^{2\pi i Ml/(2M)}$, so that

$$z=e^{2\pi i(k+Ml)/(2M)} .$$

This is $1$ exactly when $k+Ml=2Mc$ for some integer $c$, that is, when $k=Mj$ with $j=2c-l$, an integer of the same parity as $l$.

## Spinning and rf rotation fix the phase

Let $\omega$ be the spinning frequency, with $N\omega\tau=2\pi n$, and let $\beta(t)$, $\gamma(t)$ be Euler angles of the rf rotation. At high field, an interaction of spin rank $l$ enters only through its spin component $0$. In the interaction frame, which follows the rf rotation, this becomes a sum over $\mu$, and the term with indices $m$ and $\mu$ is proportional to

$$A_{l\mu}(\beta)\,e^{i(m\omega t+\mu\gamma)},\qquad A_{l\mu}(\beta)=\sin^{|\mu|}\!\beta\;\frac{d^{\,l+|\mu|}}{dx^{\,l+|\mu|}}(x^2-1)^l\Big|_{x=\cos\beta}.$$

For $|\mu|\le l$ the normalised reduced rotation element is, up to sign, $A_{l\mu}$ times $\sqrt{(l-|\mu|)!/(l+|\mu|)!}\,/(2^l l!)$. For $l=2$, $|\mu|=2$ this gives $\sqrt{3/8}\,\sin^2\beta$.

Per element, $m\omega t$ grows by $2\pi mn/N$. The rf phase scheme makes $\gamma$ drop by $2\pi\nu/N$, so $\mu\gamma$ falls by $2\pi\mu\nu/N$. Together they give the factor $e^{2\pi ik/N}$ with $k=mn-\mu\nu$.

In a C sequence each element returns the spins to where they were, and the next one applies the same rotation with its phase stepped. So $\beta$ repeats, up to full turns that leave $A_{l\mu}$ unchanged, and the factor above is the whole factor. In an R sequence each element inverts the spins, and $\beta$ advances by $\pi$. Sine and cosine then both change sign. The sine power contributes $(-1)^{|\mu|}$. The polynomial $(x^2-1)^l$ is even and each derivative flips the parity, which contributes $(-1)^{l+|\mu|}$. The product is $(-1)^l$. R sequences have an even number $N$ of elements, so the result for $N=2M$ applies: a component can survive only if $mn-\mu\nu$ is $N/2$ times an integer of the same parity as $l$.

For $N=7$, $n=2$, $\nu=1$ we need $7\mid 2m-\mu$. With $|\mu|\le2$, $m=1$ gives $2-\mu\in\{0,\dots,4\}$, so $\mu=2$; $m=2$ gives $4-\mu\in\{2,\dots,6\}$, so there is no solution. Reversing both signs settles $m=-1$ and $m=-2$. So for $m=\pm1,\pm2$ only $(m,\mu)=(1,2)$ and $(-1,-2)$ remain: the double-quantum terms. For $m=0$ the rule also leaves $\mu=0$, so it does not by itself remove the isotropic chemical shift. The $m=0$ parts of the dipolar coupling and of the chemical shift anisotropy vanish for a separate reason: the sample spins at the magic angle.

## What the Lean theorems say about signals and components

`ElementShift τ z f` is the relation $f(t+\tau)=z f(t)$ for every real $t$, `cPhase N k` is $e^{2\pi ik/N}$, and `rotationAmp` is the unnormalised $A_{l\mu}$. `component` puts a plus sign on both phases; reversing both would conjugate $z$ and leave the rules unchanged.

`c_selection_rule` and `r_selection_rule` are equivalences. For a non-zero number of elements and `τ ≠ 0`, *all* continuous signals with the given factor integrate to zero exactly when the integer condition fails. In the R rule, `M` is $N/2$ and `Even (j - l)` says that $j$ and $l$ have equal parity.

`c_component_average` and `r_component_average` concern the physical components and go one way only: if the integer condition fails, the integral is zero. A component that passes may still average to zero, as $\cos\beta$ does over a full turn at constant rate with $m=\mu=0$. The hypotheses `hω`, `hβ` and `hγ` are the rotor synchronisation and the two Euler-angle relations. They are assumed, not derived from a pulse programme. They are equalities of real numbers, so a C element that turns $\beta$ through $2\pi$ fits `hβ` only after $\beta$ is reduced modulo $2\pi$, which leaves the component unchanged. `hf` asks for a continuous component, so idealised instantaneous pulses that make it jump are not covered.

`c7_allowed` is the integer statement for $|m|\in\{1,2\}$ and $|\mu|\le2$. It leaves out $m=0$ and does not compute the size of the two admitted terms.

In designing or simulating solid-state NMR sequences, the rules identify terms that can be left out of the first-order average Hamiltonian, provided the elements repeat perfectly; higher-order terms and pulse errors are not treated.

```lean
import Mathlib

open scoped Real

namespace SymmetryBasedRecoupling

noncomputable section

/-- The signal `f` is multiplied by the fixed factor `z` whenever time advances by one
pulse element of duration `τ`. -/
def ElementShift (τ : ℝ) (z : ℂ) (f : ℝ → ℂ) : Prop :=
  ∀ t, f (t + τ) = z * f t

/-- The phase factor `exp(2πik/N)`, for a non-zero number `N` of elements. -/
def cPhase (N : ℕ) (k : ℤ) : ℂ :=
  Complex.exp (2 * π * Complex.I * k / N)

/-- For `|μ| ≤ l`, the reduced rotation matrix element of rank `l` between components `0` and `μ`,
up to a constant factor, by the Rodrigues formula. For `0 ≤ β ≤ π` it is proportional to an
associated Legendre function of `cos β`; beyond that range `sin β` keeps its sign. -/
def rotationAmp (l : ℕ) (μ : ℤ) (β : ℝ) : ℝ :=
  Real.sin β ^ μ.natAbs *
    (Polynomial.derivative^[l + μ.natAbs]
      ((Polynomial.X ^ 2 - 1 : Polynomial ℝ) ^ l)).eval (Real.cos β)

/-- The time dependence of the component with space index `m` and spin index `μ` of an
interaction of spin rank `l`, for spinning frequency `ω` and rf Euler angles `β`, `γ`. -/
def component (ω : ℝ) (m μ : ℤ) (l : ℕ) (β γ : ℝ → ℝ) (t : ℝ) : ℂ :=
  (rotationAmp l μ (β t) : ℂ) * Complex.exp (Complex.I * (m * ω * t + μ * γ t))

/-- For a continuous signal with factor `z` per element, the integral over `N` elements is the
integral over the first element times the sum of `z^j` over `0 ≤ j < N`. -/
theorem integral_blocks {τ : ℝ} {z : ℂ} {f : ℝ → ℂ} (hf : Continuous f)
    (h : ElementShift τ z f) (N : ℕ) :
    ∫ t in (0 : ℝ)..(N * τ), f t =
      (∑ j ∈ Finset.range N, z ^ j) * ∫ t in (0 : ℝ)..τ, f t := by
  have shift : ∀ (j : ℕ) (t : ℝ), f (t + j * τ) = z ^ j * f t := by
    intro j t
    induction j with
    | zero => simp
    | succ j ih =>
      have e : t + ((j + 1 : ℕ) : ℝ) * τ = (t + j * τ) + τ := by push_cast; ring
      rw [e, h, ih, pow_succ]
      ring
  induction N with
  | zero => simp
  | succ N ih =>
    -- the last block is a shifted copy of the first
    have e : ∫ t in (N * τ)..(((N + 1 : ℕ) : ℝ) * τ), f t =
        z ^ N * ∫ t in (0 : ℝ)..τ, f t := by
      have h1 := intervalIntegral.integral_comp_add_right (a := 0) (b := τ) f ((N : ℝ) * τ)
      have h2 : τ + N * τ = ((N + 1 : ℕ) : ℝ) * τ := by push_cast; ring
      rw [zero_add, h2] at h1
      rw [← h1, ← intervalIntegral.integral_const_mul]
      exact intervalIntegral.integral_congr (fun t _ => shift N t)
    rw [← intervalIntegral.integral_add_adjacent_intervals
      (hf.intervalIntegrable 0 (N * τ))
      (hf.intervalIntegrable (N * τ) (((N + 1 : ℕ) : ℝ) * τ)),
      ih, e, Finset.sum_range_succ, add_mul]

/-- A continuous signal whose factor per element is an `N`-th root of unity other than `1`
integrates to zero over `N` elements. -/
theorem integral_eq_zero {N : ℕ} {τ : ℝ} {z : ℂ} (hz : z ^ N = 1) (hz1 : z ≠ 1)
    {f : ℝ → ℂ} (hf : Continuous f) (h : ElementShift τ z f) :
    ∫ t in (0 : ℝ)..(N * τ), f t = 0 := by
  have g := mul_neg_geom_sum z N
  rw [hz, sub_self] at g
  have g0 := (mul_eq_zero.mp g).resolve_left (sub_ne_zero.mpr hz1.symm)
  rw [integral_blocks hf h, g0, zero_mul]

lemma integral_eq_zero_iff {N : ℕ} (hN : N ≠ 0) {τ : ℝ} (hτ : τ ≠ 0) {z : ℂ}
    (hz : z ^ N = 1) :
    (∀ f : ℝ → ℂ, Continuous f → ElementShift τ z f →
      ∫ t in (0 : ℝ)..(N * τ), f t = 0) ↔ z ≠ 1 := by
  refine ⟨fun h hz1 => ?_, fun hz1 f hf h => integral_eq_zero hz hz1 hf h⟩
  -- for z = 1 a constant signal survives
  have h1 := h (fun _ => 1) continuous_const (by intro t; simp [hz1])
  rw [intervalIntegral.integral_const] at h1
  simp [hN, hτ] at h1

lemma cPhase_pow {N : ℕ} (hN : N ≠ 0) (k : ℤ) : cPhase N k ^ N = 1 := by
  have hN' : (N : ℂ) ≠ 0 := Nat.cast_ne_zero.mpr hN
  rw [cPhase, ← Complex.exp_nat_mul]
  exact Complex.exp_eq_one_iff.mpr ⟨k, by field_simp⟩

lemma cPhase_eq_one_iff {N : ℕ} (hN : N ≠ 0) (k : ℤ) :
    cPhase N k = 1 ↔ (N : ℤ) ∣ k := by
  have hN' : (N : ℂ) ≠ 0 := Nat.cast_ne_zero.mpr hN
  rw [cPhase, Complex.exp_eq_one_iff]
  constructor
  · rintro ⟨n, hn⟩
    have h1 := (div_eq_iff hN').mp hn
    have h2 : (k : ℂ) = N * n :=
      mul_left_cancel₀ Complex.two_pi_I_ne_zero (by linear_combination h1)
    exact ⟨n, by exact_mod_cast h2⟩
  · rintro ⟨n, rfl⟩
    refine ⟨n, ?_⟩
    rw [div_eq_iff hN']
    push_cast
    ring

lemma rPhase_eq {M : ℕ} (hM : M ≠ 0) (l : ℕ) (k : ℤ) :
    (-1) ^ l * cPhase (2 * M) k = cPhase (2 * M) (k + M * l) := by
  have hM' : (M : ℂ) ≠ 0 := Nat.cast_ne_zero.mpr hM
  have e : 2 * π * Complex.I * ((k + M * l : ℤ) : ℂ) / ((2 * M : ℕ) : ℂ) =
      l * (π * Complex.I) + 2 * π * Complex.I * k / ((2 * M : ℕ) : ℂ) := by
    push_cast
    field_simp
    ring
  rw [cPhase, cPhase, e, Complex.exp_add, Complex.exp_nat_mul, Complex.exp_pi_mul_I]

lemma rPhase_eq_one_iff {M : ℕ} (hM : M ≠ 0) (l : ℕ) (k : ℤ) :
    (-1) ^ l * cPhase (2 * M) k = 1 ↔ ∃ j : ℤ, k = M * j ∧ Even (j - l) := by
  rw [rPhase_eq hM, cPhase_eq_one_iff (by omega)]
  constructor
  · rintro ⟨c, hc⟩
    push_cast at hc
    exact ⟨2 * c - l, by linear_combination hc, c - l, by ring⟩
  · rintro ⟨j, rfl, c, hc⟩
    refine ⟨c + l, ?_⟩
    push_cast
    linear_combination (M : ℤ) * hc

/-- For `N ≠ 0` elements of non-zero duration, all continuous signals with factor
`exp(2πik/N)` per element integrate to zero exactly when `N` does not divide `k`. -/
theorem c_selection_rule {N : ℕ} (hN : N ≠ 0) {τ : ℝ} (hτ : τ ≠ 0) (k : ℤ) :
    (∀ f : ℝ → ℂ, Continuous f → ElementShift τ (cPhase N k) f →
      ∫ t in (0 : ℝ)..(N * τ), f t = 0) ↔ ¬ (N : ℤ) ∣ k := by
  rw [integral_eq_zero_iff hN hτ (cPhase_pow hN k), Ne, cPhase_eq_one_iff hN]

/-- For `N = 2M ≠ 0` elements of non-zero duration, all continuous signals with factor
`(-1)^l exp(2πik/N)` per element integrate to zero exactly when `k` is not `N/2` times an
integer of the parity of `l`. -/
theorem r_selection_rule {M : ℕ} (hM : M ≠ 0) {τ : ℝ} (hτ : τ ≠ 0) (l : ℕ) (k : ℤ) :
    (∀ f : ℝ → ℂ, Continuous f → ElementShift τ ((-1) ^ l * cPhase (2 * M) k) f →
      ∫ t in (0 : ℝ)..((2 * M : ℕ) * τ), f t = 0) ↔
      ¬ ∃ j : ℤ, k = M * j ∧ Even (j - l) := by
  have hz : ((-1) ^ l * cPhase (2 * M) k) ^ (2 * M) = 1 := by
    rw [rPhase_eq hM]
    exact cPhase_pow (by omega) _
  rw [integral_eq_zero_iff (by omega) hτ hz, Ne, rPhase_eq_one_iff hM]

lemma derivative_parity (p : Polynomial ℝ) (hp : p.comp (-Polynomial.X) = p) (k : ℕ) :
    (Polynomial.derivative^[k] p).comp (-Polynomial.X) =
      Polynomial.C ((-1) ^ k) * Polynomial.derivative^[k] p := by
  induction k with
  | zero => simp [hp]
  | succ k ih =>
    have h := congrArg Polynomial.derivative ih
    rw [Polynomial.derivative_comp, Polynomial.derivative_C_mul] at h
    simp only [Polynomial.derivative_neg, Polynomial.derivative_X] at h
    rw [Function.iterate_succ_apply']
    simp only [pow_succ, map_mul, map_neg, map_one] at h ⊢
    linear_combination (-1) * h

/-- Advancing the Euler angle `β` by `π` multiplies the rotation element of rank `l` by
`(-1)^l`. -/
theorem rotationAmp_add_pi (l : ℕ) (μ : ℤ) (β : ℝ) :
    rotationAmp l μ (β + π) = (-1) ^ l * rotationAmp l μ β := by
  have h := congrArg (Polynomial.eval (Real.cos β))
    (derivative_parity ((Polynomial.X ^ 2 - 1) ^ l) (by simp) (l + μ.natAbs))
  simp only [Polynomial.eval_comp, Polynomial.eval_neg, Polynomial.eval_X,
    Polynomial.eval_mul, Polynomial.eval_C] at h
  -- the signs from the sine and from the polynomial combine to (-1)^l
  have key : ∀ (a : ℕ) (s E : ℝ),
      (-s) ^ a * ((-1) ^ (l + a) * E) = (-1) ^ l * (s ^ a * E) := by
    intro a s E
    have h1 : (-1 : ℝ) ^ a * (-1) ^ a = 1 := by rw [← mul_pow]; norm_num
    rw [neg_pow s, pow_add]
    linear_combination ((-1) ^ l * s ^ a * E) * h1
  rw [rotationAmp, rotationAmp, Real.sin_add_pi, Real.cos_add_pi, h]
  exact key _ _ _

lemma phase_shift {N : ℕ} (hN : N ≠ 0) {ω τ : ℝ} {n ν : ℤ} (m μ : ℤ) {γ : ℝ → ℝ}
    (hω : N * (ω * τ) = 2 * π * n) (hγ : ∀ t, γ (t + τ) = γ t - 2 * π * ν / N) (t : ℝ) :
    Complex.exp (Complex.I * (m * ω * (t + τ : ℝ) + μ * γ (t + τ))) =
      cPhase N (m * n - μ * ν) * Complex.exp (Complex.I * (m * ω * t + μ * γ t)) := by
  have hN' : (N : ℂ) ≠ 0 := Nat.cast_ne_zero.mpr hN
  have hc : (N : ℂ) * (ω * τ) = 2 * π * n := by exact_mod_cast hω
  have hs : (ω : ℂ) * τ = 2 * π * n / N := by
    rw [eq_div_iff hN']
    linear_combination hc
  rw [cPhase, ← Complex.exp_add, hγ]
  congr 1
  push_cast
  linear_combination (Complex.I * m) * hs

/-- C sequence: `N ≠ 0` elements span `n` rotor periods, and per element `β` repeats and `γ`
drops by `2πν/N`. A continuous component `(m, μ)` averages to zero unless `N` divides
`mn - μν`. -/
theorem c_component_average {N : ℕ} (hN : N ≠ 0) {ω τ : ℝ} {n ν m μ : ℤ} {l : ℕ}
    {β γ : ℝ → ℝ} (hω : N * (ω * τ) = 2 * π * n) (hβ : ∀ t, β (t + τ) = β t)
    (hγ : ∀ t, γ (t + τ) = γ t - 2 * π * ν / N)
    (hf : Continuous (component ω m μ l β γ)) (hk : ¬ (N : ℤ) ∣ m * n - μ * ν) :
    ∫ t in (0 : ℝ)..(N * τ), component ω m μ l β γ t = 0 := by
  refine integral_eq_zero (cPhase_pow hN (m * n - μ * ν))
    (fun h => hk ((cPhase_eq_one_iff hN _).mp h)) hf ?_
  intro t
  simp only [component]
  rw [phase_shift hN m μ hω hγ, hβ]
  ring

/-- R sequence: `N = 2M ≠ 0` elements span `n` rotor periods, and per element `β` advances by
`π` and `γ` drops by `2πν/N`. A continuous component `(m, μ)` of spin rank `l` averages to
zero unless `mn - μν` is `N/2` times an integer of the parity of `l`. -/
theorem r_component_average {M : ℕ} (hM : M ≠ 0) {ω τ : ℝ} {n ν m μ : ℤ} {l : ℕ}
    {β γ : ℝ → ℝ} (hω : (2 * M : ℕ) * (ω * τ) = 2 * π * n)
    (hβ : ∀ t, β (t + τ) = β t + π)
    (hγ : ∀ t, γ (t + τ) = γ t - 2 * π * ν / (2 * M : ℕ))
    (hf : Continuous (component ω m μ l β γ))
    (hk : ¬ ∃ j : ℤ, m * n - μ * ν = M * j ∧ Even (j - l)) :
    ∫ t in (0 : ℝ)..((2 * M : ℕ) * τ), component ω m μ l β γ t = 0 := by
  have hN : 2 * M ≠ 0 := by omega
  have hs : ElementShift τ ((-1) ^ l * cPhase (2 * M) (m * n - μ * ν))
      (component ω m μ l β γ) := by
    intro t
    simp only [component]
    rw [phase_shift hN m μ hω hγ, hβ, rotationAmp_add_pi, Complex.ofReal_mul,
      Complex.ofReal_pow, Complex.ofReal_neg, Complex.ofReal_one]
    ring
  refine integral_eq_zero ?_ (fun h => hk ((rPhase_eq_one_iff hM l _).mp h)) hf hs
  rw [rPhase_eq hM]
  exact cPhase_pow hN _

/-- For `N = 7`, `n = 2`, `ν = 1`, among the components with `|m|` equal to 1 or 2 and
`|μ| ≤ 2`, the C selection rule admits exactly `(1, 2)` and `(-1, -2)`. -/
theorem c7_allowed {m μ : ℤ} (hm : |m| = 1 ∨ |m| = 2) (hμ : |μ| ≤ 2) :
    (7 : ℤ) ∣ m * 2 - μ * 1 ↔ (m = 1 ∧ μ = 2) ∨ (m = -1 ∧ μ = -2) := by
  obtain ⟨h1, h2⟩ := abs_le.mp hμ
  rcases hm with h | h
  · rcases (abs_eq (by norm_num)).mp h with rfl | rfl <;> omega
  · rcases (abs_eq (by norm_num)).mp h with rfl | rfl <;> omega

end

end SymmetryBasedRecoupling
```

```lean
#print axioms SymmetryBasedRecoupling.r_selection_rule
#print axioms SymmetryBasedRecoupling.c_component_average
#print axioms SymmetryBasedRecoupling.r_component_average
#print axioms SymmetryBasedRecoupling.c7_allowed
```

```
'SymmetryBasedRecoupling.r_selection_rule' depends on axioms: [propext, Classical.choice, Quot.sound]
'SymmetryBasedRecoupling.c_component_average' depends on axioms: [propext, Classical.choice, Quot.sound]
'SymmetryBasedRecoupling.r_component_average' depends on axioms: [propext, Classical.choice, Quot.sound]
'SymmetryBasedRecoupling.c7_allowed' depends on axioms: [propext, Classical.choice, Quot.sound]
```

## From shifted blocks to the integer conditions

`integral_blocks` first proves $f(t+j\tau)=z^jf(t)$ by induction on $j$. A second induction, on $N$, splits off the last block with `integral_add_adjacent_intervals` and moves it back to $[0,\tau]$ with `integral_comp_add_right`. `integral_eq_zero` then uses `mul_neg_geom_sum`, the identity for $(1-z)\sum z^j$, and cancels the non-zero factor $1-z$. `integral_eq_zero_iff` adds the converse by testing the constant signal.

`cPhase_pow` shows that the phase is an $N$-th root of unity. `cPhase_eq_one_iff` turns $z=1$ into divisibility: `Complex.exp_eq_one_iff` says that the exponent is an integer multiple of $2\pi i$, and cancelling $2\pi i$ leaves an equation between integers. `rPhase_eq` absorbs $(-1)^l$ into the exponent as above, and `rPhase_eq_one_iff` makes the substitution $j=2c-l$. The two selection rules combine these facts.

`derivative_parity` is an induction on the number of derivatives: differentiating $p(-x)$ by the chain rule brings out one more minus sign. `rotationAmp_add_pi` evaluates the result at $\cos\beta$ and joins it to the sign from the sine; its inner step `key` is the cancellation $(-1)^{|\mu|}(-1)^{|\mu|}=1$.

`phase_shift` derives $k=mn-\mu\nu$ from `hω` and `hγ`. The two component theorems multiply this phase by the behaviour of the amplitude, obtain the shift relation, and apply `integral_eq_zero`. Finally, `c7_allowed` splits $|m|$ into the four values of $m$ and lets `omega` decide the remaining linear integer problem in $\mu$.
